# Van der Pauw's equation for four point contacts on the edge of a half-plane sheet

A thin conducting film has four small contacts on its edge, and their positions are poorly known. Current is driven through two neighbouring contacts and a voltage is read on the other two; then the roles are shifted by one contact and the reading is repeated. Can these two numbers give the sheet resistance without the contact positions?

For a homogeneous sheet filling the upper half-plane, with point contacts at $a<b<c<d$ on the edge $y=0$, they can. Let $R_s>0$ be the sheet resistance, the ratio of the in-plane field to the current per unit width. Let $R_A$ be the voltage of $d$ against $c$ per unit current from $a$ to $b$, and $R_B$ the voltage of $a$ against $d$ per unit current from $b$ to $c$. Both are positive, and

$$e^{-\pi R_A/R_s}+e^{-\pi R_B/R_s}=1 .$$

Conversely, for any $R_A,R_B>0$ exactly one $R_s>0$ solves this equation.

## Root finding and solver checks

A program that turns two four-terminal readings into a sheet resistance can solve this equation numerically. Uniqueness means that it need not choose between positive roots. In the variable $k=1/R_s$, the existence argument below also supplies a bracket for bisection.

The equation can also check a classical ohmic conduction solver with a prescribed $R_s$: for point contacts on a half-plane, the computed resistances should satisfy it up to numerical error. Contacts of finite width generally introduce deviations of their own.

## From the potential to the equation

Let a current $I$ enter at the edge point $s$ and leave at $t$. Write $r_p^2=(x-p)^2+y^2$ for the squared distance from $(x,y)$ to the edge point $p$. The potential is

$$\varphi=\frac{I R_s}{2\pi}\left(\log r_t^2-\log r_s^2\right).$$

Ohm's law, $\mathbf J=-\nabla\varphi/R_s$, gives the sheet current density

$$J_x=\frac I\pi\left(\frac{x-s}{r_s^2}-\frac{x-t}{r_t^2}\right),\qquad
J_y=\frac I\pi\left(\frac{y}{r_s^2}-\frac{y}{r_t^2}\right).$$

On the free edge $y=0$, so $J_y=0$. For each contact $p$,

$$\partial_x\frac{x-p}{r_p^2}=\frac{y^2-(x-p)^2}{r_p^4}=-\partial_y\frac{y}{r_p^2},$$

so the divergence vanishes away from the contacts. For $s<x<t$, the current through the vertical line at $x$ is

$$\int_0^\infty J_x\,dy=\frac I\pi\left[\arctan\frac{y}{x-s}+\arctan\frac{y}{t-x}\right]_0^\infty=\frac I\pi\left(\frac\pi2+\frac\pi2\right)=I,$$

which confirms the prefactor.

On the edge, at unit current, $\varphi=(R_s/\pi)\log(|x-t|/|x-s|)$. Hence

$$R_A=\frac{R_s}{\pi}\left(\log\frac{d-b}{d-a}-\log\frac{c-b}{c-a}\right)=\frac{R_s}{\pi}\log\frac{(c-a)(d-b)}{(c-b)(d-a)},$$

$$R_B=\frac{R_s}{\pi}\left(\log\frac{c-a}{b-a}-\log\frac{d-c}{d-b}\right)=\frac{R_s}{\pi}\log\frac{(c-a)(d-b)}{(b-a)(d-c)}.$$

Expanding the products shows that

$$(c-b)(d-a)+(b-a)(d-c)=(c-a)(d-b).$$

Both products on the left are positive, so each is smaller than the right side. Both logarithms therefore have arguments above 1, and $R_A,R_B>0$. Exponentiating gives

$$e^{-\pi R_A/R_s}+e^{-\pi R_B/R_s}=\frac{(c-b)(d-a)+(b-a)(d-c)}{(c-a)(d-b)}=1 .$$

The order of the voltage terminals matters. For contacts at $0,1,2,3$ the two exponentials are $3/4$ and $1/4$. Reading $c$ against $d$ reverses the sign of $R_A$, and the sum becomes $4/3+1/4=19/12$.

## One positive root for each positive pair

For fixed $R_A,R_B>0$, both exponents $-\pi R_A/R_s$ and $-\pi R_B/R_s$ increase strictly with $R_s>0$. The sum does too, so it equals 1 at most once.

For existence, set $f(k)=e^{-\pi R_A k}+e^{-\pi R_B k}$, so that $f(0)=2$. At

$$K=\frac1{\pi R_A}+\frac1{\pi R_B}$$

the exponents are $-(1+R_A/R_B)$ and $-(1+R_B/R_A)$. Since $e^{-z}\le1/(1+z)\le1/2$ for $z\ge1$, we have $f(K)\le1$. By continuity $f(k)=1$ for some $k\in(0,K]$, and $R_s=1/k$.

If both readings equal $r>0$, the equation is $2e^{-\pi r/R_s}=1$, so $R_s=\pi r/\log2$.

Positivity of the readings is needed. If $R_B=0$, the sum is $e^{-\pi R_A/R_s}+1>1$ for every positive $R_s$, and there is no root. A code should reject such input before it starts iterating.

## The Lean file

```lean
import Mathlib

open Real MeasureTheory Filter Topology

namespace VanDerPauw

noncomputable section

/-- Potential at `(x, y)` in a half-plane sheet of sheet resistance `Rs`, for a current `I`
entering at the edge point `s` and leaving at `t`; the domain excludes the two contacts. -/
def potential (Rs I s t x y : ℝ) : ℝ :=
  I * Rs / (2 * π) * (Real.log ((x - t) ^ 2 + y ^ 2) - Real.log ((x - s) ^ 2 + y ^ 2))

/-- Sheet current density along the edge direction, away from the two contacts. -/
def currentX (I s t x y : ℝ) : ℝ :=
  I / π * ((x - s) / ((x - s) ^ 2 + y ^ 2) - (x - t) / ((x - t) ^ 2 + y ^ 2))

/-- Sheet current density normal to the edge, away from the two contacts. -/
def currentY (I s t x y : ℝ) : ℝ :=
  I / π * (y / ((x - s) ^ 2 + y ^ 2) - y / ((x - t) ^ 2 + y ^ 2))

/-- Voltage of edge point `p` against edge point `q` per unit current from `s` to `t`,
for `p` and `q` distinct from `s` and `t`. -/
def transferResistance (Rs s t p q : ℝ) : ℝ :=
  potential Rs 1 s t p 0 - potential Rs 1 s t q 0

/-- The van der Pauw sum of two resistances at a trial sheet resistance `Rs ≠ 0`. -/
def vdpSum (RA RB Rs : ℝ) : ℝ :=
  Real.exp (-π * RA / Rs) + Real.exp (-π * RB / Rs)

/-- Ohm's law: away from the contacts the potential gradient is minus the sheet resistance
times the current density. -/
theorem ohms_law (Rs I s t x y : ℝ) (hs : 0 < (x - s) ^ 2 + y ^ 2)
    (ht : 0 < (x - t) ^ 2 + y ^ 2) :
    HasDerivAt (fun u => potential Rs I s t u y) (-(Rs * currentX I s t x y)) x ∧
    HasDerivAt (fun v => potential Rs I s t x v) (-(Rs * currentY I s t x y)) y := by
  have hx : ∀ p : ℝ, HasDerivAt (fun u : ℝ => (u - p) ^ 2 + y ^ 2) (2 * (x - p)) x := fun p =>
    ((((hasDerivAt_id' x).sub_const p).fun_pow 2).add_const (y ^ 2)).congr_deriv (by norm_num)
  have hy : ∀ p : ℝ, HasDerivAt (fun v : ℝ => (x - p) ^ 2 + v ^ 2) (2 * y) y := fun p =>
    (((hasDerivAt_id' y).fun_pow 2).const_add ((x - p) ^ 2)).congr_deriv (by norm_num)
  constructor
  · exact ((((hx t).log ht.ne').fun_sub ((hx s).log hs.ne')).const_mul
      (I * Rs / (2 * π))).congr_deriv (by unfold currentX; ring)
  · exact ((((hy t).log ht.ne').fun_sub ((hy s).log hs.ne')).const_mul
      (I * Rs / (2 * π))).congr_deriv (by unfold currentY; ring)

/-- The normal derivative of the potential vanishes on the edge away from the contacts. -/
theorem insulating_edge (Rs I s t x : ℝ) (hs : x ≠ s) (ht : x ≠ t) :
    HasDerivAt (fun v => potential Rs I s t x v) 0 0 := by
  have h1 := sq_pos_of_ne_zero (sub_ne_zero.2 hs)
  have h2 := sq_pos_of_ne_zero (sub_ne_zero.2 ht)
  exact (ohms_law Rs I s t x 0 (by linarith) (by linarith)).2.congr_deriv
    (by simp [currentY])

/-- The current density has zero divergence away from the contacts. -/
theorem current_conserved (I s t x y : ℝ) (hs : 0 < (x - s) ^ 2 + y ^ 2)
    (ht : 0 < (x - t) ^ 2 + y ^ 2) :
    ∃ D, HasDerivAt (fun u => currentX I s t u y) D x ∧
      HasDerivAt (fun v => currentY I s t x v) (-D) y := by
  have hx : ∀ p : ℝ, 0 < (x - p) ^ 2 + y ^ 2 →
      HasDerivAt (fun u : ℝ => (u - p) / ((u - p) ^ 2 + y ^ 2))
        ((y ^ 2 - (x - p) ^ 2) / ((x - p) ^ 2 + y ^ 2) ^ 2) x := fun p hp =>
    (((hasDerivAt_id' x).sub_const p).fun_div
      ((((hasDerivAt_id' x).sub_const p).fun_pow 2).add_const (y ^ 2)) hp.ne').congr_deriv
      (by congr 1; norm_num; ring)
  have hy : ∀ p : ℝ, 0 < (x - p) ^ 2 + y ^ 2 →
      HasDerivAt (fun v : ℝ => v / ((x - p) ^ 2 + v ^ 2))
        (((x - p) ^ 2 - y ^ 2) / ((x - p) ^ 2 + y ^ 2) ^ 2) y := fun p hp =>
    ((hasDerivAt_id' y).fun_div
      (((hasDerivAt_id' y).fun_pow 2).const_add ((x - p) ^ 2)) hp.ne').congr_deriv
      (by congr 1; norm_num; ring)
  exact ⟨_, ((hx s hs).fun_sub (hx t ht)).const_mul (I / π),
    (((hy s hs).fun_sub (hy t ht)).const_mul (I / π)).congr_deriv (by ring)⟩

/-- The total current through a vertical line between the two contacts is `I`. -/
theorem total_current (I s t x : ℝ) (hs : s < x) (ht : x < t) :
    ∫ y in Set.Ioi (0 : ℝ), currentX I s t x y = I := by
  have h1 := sub_pos.2 hs
  have h2 := sub_pos.2 ht
  -- each contact contributes an arctangent, which tends to a quarter turn
  have key : ∀ k : ℝ, 0 < k → ∀ y : ℝ,
      HasDerivAt (fun y => Real.arctan (y / k)) (k / (k ^ 2 + y ^ 2)) y := by
    intro k hk y
    refine ((hasDerivAt_id' y).div_const k).arctan.congr_deriv ?_
    have e : 1 + (y / k) ^ 2 = (k ^ 2 + y ^ 2) / k ^ 2 := by field_simp
    have hne : k ^ 2 + y ^ 2 ≠ 0 := by positivity
    rw [e]
    field_simp
  have lim : ∀ k : ℝ, 0 < k →
      Tendsto (fun y : ℝ => Real.arctan (y / k)) atTop (𝓝 (π / 2)) := fun k hk =>
    (Real.tendsto_arctan_atTop.mono_right nhdsWithin_le_nhds).comp
      (tendsto_id.atTop_div_const hk)
  have hint : ∫ y in Set.Ioi (0 : ℝ),
      ((x - s) / ((x - s) ^ 2 + y ^ 2) + (t - x) / ((t - x) ^ 2 + y ^ 2)) =
      π / 2 + π / 2 - (Real.arctan (0 / (x - s)) + Real.arctan (0 / (t - x))) :=
    integral_Ioi_of_hasDerivAt_of_nonneg'
      (fun y _ => (key _ h1 y).fun_add (key _ h2 y))
      (fun y _ => add_nonneg (div_nonneg h1.le (by positivity))
        (div_nonneg h2.le (by positivity)))
      ((lim _ h1).add (lim _ h2))
  have e : ∀ y, currentX I s t x y = I / π *
      ((x - s) / ((x - s) ^ 2 + y ^ 2) + (t - x) / ((t - x) ^ 2 + y ^ 2)) := by
    intro y
    unfold currentX
    rw [show (x - t) ^ 2 = (t - x) ^ 2 by ring]
    ring
  simp_rw [e]
  rw [integral_const_mul, hint, zero_div, zero_div, Real.arctan_zero,
    show π / 2 + π / 2 - (0 + 0) = π by ring]
  exact div_mul_cancel₀ I Real.pi_ne_zero

/-- The two four-terminal resistances as logarithms of cross-ratios of the contacts. -/
theorem resistance_formulas (Rs : ℝ) {a b c d : ℝ} (hab : a < b) (hbc : b < c) (hcd : c < d) :
    transferResistance Rs a b d c =
      Rs / π * Real.log ((c - a) * (d - b) / ((c - b) * (d - a))) ∧
    transferResistance Rs b c a d =
      Rs / π * Real.log ((c - a) * (d - b) / ((b - a) * (d - c))) := by
  have hba := (sub_pos.2 hab).ne'
  have hcb := (sub_pos.2 hbc).ne'
  have hdc := (sub_pos.2 hcd).ne'
  have hca := (sub_pos.2 (hab.trans hbc)).ne'
  have hdb := (sub_pos.2 (hbc.trans hcd)).ne'
  have hda := (sub_pos.2 (hab.trans (hbc.trans hcd))).ne'
  have e : ∀ u v : ℝ, Real.log ((u - v) ^ 2 + 0 ^ 2) = 2 * Real.log (u - v) := by
    intro u v
    rw [zero_pow two_ne_zero, add_zero, Real.log_pow]
    norm_num
  have m : ∀ u v : ℝ, Real.log (u - v) = Real.log (v - u) := by
    intro u v
    rw [← Real.log_neg_eq_log (u - v), neg_sub]
  simp only [transferResistance, potential, e]
  constructor
  · rw [Real.log_div (mul_ne_zero hca hdb) (mul_ne_zero hcb hda),
      Real.log_mul hca hdb, Real.log_mul hcb hda]
    ring
  · rw [Real.log_div (mul_ne_zero hca hdb) (mul_ne_zero hba hdc),
      Real.log_mul hca hdb, Real.log_mul hba hdc, m a c, m a b]
    ring

/-- Van der Pauw theorem for the half-plane: both four-terminal resistances are positive,
and their van der Pauw sum at the sheet resistance is one. -/
theorem van_der_pauw {Rs a b c d : ℝ} (hR : 0 < Rs) (hab : a < b) (hbc : b < c) (hcd : c < d) :
    0 < transferResistance Rs a b d c ∧ 0 < transferResistance Rs b c a d ∧
    vdpSum (transferResistance Rs a b d c) (transferResistance Rs b c a d) Rs = 1 := by
  obtain ⟨hA, hB⟩ := resistance_formulas Rs hab hbc hcd
  have h1 := mul_pos (sub_pos.2 hab) (sub_pos.2 hcd)
  have h2 := mul_pos (sub_pos.2 hbc) (sub_pos.2 (hab.trans (hbc.trans hcd)))
  have h3 := mul_pos (sub_pos.2 (hab.trans hbc)) (sub_pos.2 (hbc.trans hcd))
  -- the identity between the products of contact distances
  have ptolemy : (c - b) * (d - a) + (b - a) * (d - c) = (c - a) * (d - b) := by ring
  have val : ∀ q : ℝ, 0 < q → Real.exp (-π * (Rs / π * Real.log q) / Rs) = q⁻¹ := by
    intro q hq
    have e : -π * (Rs / π * Real.log q) / Rs = -Real.log q := by field_simp
    rw [e, Real.exp_neg, Real.exp_log hq]
  rw [hA, hB]
  refine ⟨mul_pos (div_pos hR Real.pi_pos) (Real.log_pos ((one_lt_div h2).2 (by linarith))),
    mul_pos (div_pos hR Real.pi_pos) (Real.log_pos ((one_lt_div h1).2 (by linarith))), ?_⟩
  unfold vdpSum
  rw [val _ (div_pos h3 h2), val _ (div_pos h3 h1), inv_div, inv_div, ← add_div, ptolemy]
  exact div_self h3.ne'

/-- For positive resistances the van der Pauw sum increases strictly with the positive
trial sheet resistance. -/
theorem vdpSum_strictMonoOn {RA RB : ℝ} (hA : 0 < RA) (hB : 0 < RB) :
    StrictMonoOn (vdpSum RA RB) (Set.Ioi 0) := by
  intro R hR R' _ h
  have key : ∀ r : ℝ, 0 < r → Real.exp (-π * r / R) < Real.exp (-π * r / R') := by
    intro r hr
    apply Real.exp_lt_exp.2
    rw [neg_mul, neg_div, neg_div]
    exact neg_lt_neg (div_lt_div_of_pos_left (mul_pos Real.pi_pos hr) hR h)
  exact add_lt_add (key RA hA) (key RB hB)

/-- Any two positive resistances determine exactly one positive sheet resistance that solves
the van der Pauw equation. -/
theorem existsUnique_sheetResistance {RA RB : ℝ} (hA : 0 < RA) (hB : 0 < RB) :
    ∃! Rs : ℝ, 0 < Rs ∧ vdpSum RA RB Rs = 1 := by
  let f : ℝ → ℝ := fun k => Real.exp (-π * RA * k) + Real.exp (-π * RB * k)
  have hπ := Real.pi_pos
  have half : ∀ z : ℝ, 1 ≤ z → Real.exp (-z) ≤ 1 / 2 := by
    intro z hz
    rw [Real.exp_neg, ← one_div]
    exact one_div_le_one_div_of_le two_pos (by linarith [Real.add_one_le_exp z])
  -- at this sheet conductance both exponentials are at most one half
  let K : ℝ := 1 / (π * RA) + 1 / (π * RB)
  have hK : 0 ≤ K := by positivity
  have eA : -π * RA * K = -(1 + RA / RB) := by simp only [K]; field_simp
  have eB : -π * RB * K = -(1 + RB / RA) := by simp only [K]; field_simp; ring
  have hfK : f K ≤ 1 := by
    simp only [f]
    rw [eA, eB]
    linarith [half (1 + RA / RB) (by linarith [div_pos hA hB]),
      half (1 + RB / RA) (by linarith [div_pos hB hA])]
  have hf0 : f 0 = 2 := by simp only [f, mul_zero, Real.exp_zero]; norm_num
  have hc : Continuous f := by fun_prop
  obtain ⟨k, hk, hfk⟩ := intermediate_value_Icc' hK hc.continuousOn
    (show (1 : ℝ) ∈ Set.Icc (f K) (f 0) from ⟨hfK, by rw [hf0]; norm_num⟩)
  have hk0 : k ≠ 0 := by
    rintro rfl
    rw [hf0] at hfk
    norm_num at hfk
  have hkpos : 0 < k := lt_of_le_of_ne hk.1 hk0.symm
  have hsol : vdpSum RA RB k⁻¹ = 1 := by
    unfold vdpSum
    rw [div_inv_eq_mul, div_inv_eq_mul]
    exact hfk
  exact ⟨k⁻¹, ⟨inv_pos.2 hkpos, hsol⟩, fun R hR =>
    (vdpSum_strictMonoOn hA hB).injOn hR.1 (inv_pos.2 hkpos) (hR.2.trans hsol.symm)⟩

/-- A positive trial value solves the van der Pauw equation for the two four-terminal
resistances exactly when it is the sheet resistance. -/
theorem recover_sheetResistance {Rs R a b c d : ℝ} (hRs : 0 < Rs) (hR : 0 < R)
    (hab : a < b) (hbc : b < c) (hcd : c < d) :
    vdpSum (transferResistance Rs a b d c) (transferResistance Rs b c a d) R = 1 ↔ R = Rs := by
  obtain ⟨hA, hB, h⟩ := van_der_pauw hRs hab hbc hcd
  exact ⟨fun h' => (vdpSum_strictMonoOn hA hB).injOn hR hRs (h'.trans h.symm),
    fun e => e ▸ h⟩

/-- For two equal resistances `r` the van der Pauw equation holds exactly when the sheet
resistance is `π r / log 2`. -/
theorem equal_resistances {r Rs : ℝ} (hr : 0 < r) (hRs : 0 < Rs) :
    vdpSum r r Rs = 1 ↔ Rs = π * r / Real.log 2 := by
  have hl : 0 < Real.log 2 := Real.log_pos one_lt_two
  have hpos : 0 < π * r / Real.log 2 := div_pos (mul_pos Real.pi_pos hr) hl
  have h : vdpSum r r (π * r / Real.log 2) = 1 := by
    have e : -π * r / (π * r / Real.log 2) = -Real.log 2 := by field_simp
    unfold vdpSum
    rw [e, Real.exp_neg, Real.exp_log two_pos]
    norm_num
  exact ⟨fun h' => (vdpSum_strictMonoOn hr hr).injOn hRs hpos (h'.trans h.symm),
    fun e => e ▸ h⟩

end

end VanDerPauw
```

```lean
#print axioms VanDerPauw.van_der_pauw
#print axioms VanDerPauw.existsUnique_sheetResistance
#print axioms VanDerPauw.recover_sheetResistance
#print axioms VanDerPauw.equal_resistances
```

```
'VanDerPauw.van_der_pauw' depends on axioms: [propext, Classical.choice, Quot.sound]
'VanDerPauw.existsUnique_sheetResistance' depends on axioms: [propext, Classical.choice, Quot.sound]
'VanDerPauw.recover_sheetResistance' depends on axioms: [propext, Classical.choice, Quot.sound]
'VanDerPauw.equal_resistances' depends on axioms: [propext, Classical.choice, Quot.sound]
```

## What the Lean statements say about the sheet

All quantities are real numbers in consistent units. `potential`, `currentX` and `currentY` are $\varphi$, $J_x$ and $J_y$. `transferResistance Rs s t p q` is the voltage of `p` against `q` at unit current from `s` to `t`, so $R_A$ is `transferResistance Rs a b d c` and $R_B$ is `transferResistance Rs b c a d`. `vdpSum` is the left side of the equation at a trial sheet resistance.

Four theorems tie these definitions to the physics: `ohms_law`, `insulating_edge`, `current_conserved` and `total_current`. The first three assume that the point is away from both contacts, and the last takes a vertical line strictly between them. `current_conserved` expresses zero divergence through a number `D` with $\partial_xJ_x=D$ and $\partial_yJ_y=-D$. The derivative in `insulating_edge` is two-sided, because the formula for $\varphi$ also makes sense below the edge.

`van_der_pauw` states positivity and the equation for ordered contacts and `Rs > 0`. In `existsUnique_sheetResistance`, `∃!` means that exactly one positive solution exists, for any positive pair of readings. `recover_sheetResistance` joins the two: for resistances produced by the model, a positive trial value solves the equation exactly when it is the true `Rs`. `equal_resistances` gives the closed form for equal readings.

## How the proofs follow the calculation

In `ohms_law` and `current_conserved`, Mathlib's differentiation rules produce the derivatives, and `ring` helps match them to the stated forms. `total_current` uses the arctangent antiderivative and its limit $\pi/2$ at infinity.

`resistance_formulas` turns logarithms of squared distances into twice the logarithm of a difference, then splits the logarithms of the cross-ratios. In `van_der_pauw`, the step `ptolemy` is the product identity, and `val` evaluates each exponential as an inverse cross-ratio.

`vdpSum_strictMonoOn` proves monotonicity. The existence proof applies `intermediate_value_Icc'` to `f` on $[0,K]$, excludes $k=0$ and inverts $k$. Monotonicity then gives uniqueness, and it serves again in the last two theorems.

## Where the half-plane model stops

The potential is written down and checked against Ohm's law, the insulating edge, conservation and total current; no uniqueness theorem for it is proved. The sheet is homogeneous, isotropic and ohmic, with no magnetic field, and the contacts are points.

Van der Pauw's theorem is usually stated for flat samples of arbitrary shape without holes. Conformal mapping connects those shapes to the half-plane, but the file contains no such map. Nor does it bound the effect of measurement noise or rounding on the computed root.
